# Expanding any polynomial of degree below m in monic polynomials of degrees 0 to m − 1

Over any field, let `p 0`, …, `p (m - 1)` be monic polynomials, with `p j` of degree `j`; the lemma says that every polynomial `f` whose coefficients vanish from degree `m` upwards is a finite linear combination of them. In physics, the Hermite polynomials of the harmonic oscillator, rescaled to be monic, are one such family over the real numbers, but the statement is purely algebraic and assumes no Hamiltonian, inner product or orthogonality. The proof goes by induction on `m`. In the step to `m + 1` it subtracts `f.coeff m` times `p m` to remove the degree-`m` term, expands the remainder by the induction hypothesis, and adds `f.coeff m` as the coefficient of `p m`.

The failing Lean file:

```lean
import Mathlib

open Polynomial Matrix Finset

namespace ExistsExpansion

noncomputable section

variable {K : Type*} [Field K]

/-- Monic polynomials of degrees `0, ..., m - 1` span all polynomials of degree below `m`. -/
theorem exists_expansion (p : ℕ → K[X]) (m : ℕ)
    (hp : ∀ j < m, (p j).Monic ∧ (p j).natDegree = j) (f : K[X])
    (hf : ∀ k, m ≤ k → f.coeff k = 0) :
    ∃ c : ℕ → K, f = ∑ i ∈ range m, C (c i) * p i := by
  induction m generalizing f with
  | zero => exact ⟨0, by ext k; simp [hf k (Nat.zero_le k)]⟩
  | succ m ih =>
    have hm := (hp m (by omega)).1.coeff_natDegree
    rw [(hp m (by omega)).2] at hm
    -- remove the leading term, then expand the remainder
    obtain ⟨c, hc⟩ := ih (fun j hj => hp j (by omega)) (f - C (f.coeff m) * p m) (by
      intro k hk
      rw [coeff_sub, coeff_C_mul]
      rcases Nat.eq_or_lt_of_le hk with h | h
      · rw [← h, hm]; ring
      · rw [hf k h, coeff_eq_zero_of_natDegree_lt (by rw [(hp m (by omega)).2]; exact h)]
        ring)
    refine ⟨fun i => if i = m then f.coeff m else c i, ?_⟩
    have e : ∑ i ∈ range m, C (if i = m then f.coeff m else c i) * p i =
        ∑ i ∈ range m, C (c i) * p i := sum_congr rfl fun i hi => by
      rw [if_neg (Finset.mem_range.1 hi).ne]
    rw [sum_range_succ, e, ← hc, if_pos rfl]
    ring

end

end ExistsExpansion
```

Lean reports:

```
Main.lean:27:58: error: Tactic `rewrite` failed: Did not find an occurrence of the pattern
  (p m).natDegree
in the target expression
  f.natDegree < m

K : Type u_1
inst✝ : Field K
p : ℕ → K[X]
m : ℕ
ih :
  (∀ j < m, (p j).Monic ∧ (p j).natDegree = j) →
    ∀ (f : K[X]), (∀ (k : ℕ), m ≤ k → f.coeff k = 0) → ∃ c, f = ∑ i ∈ range m, C (c i) * p i
hp : ∀ j < m + 1, (p j).Monic ∧ (p j).natDegree = j
f : K[X]
hf : ∀ (k : ℕ), m + 1 ≤ k → f.coeff k = 0
hm : (p m).coeff m = 1
k : ℕ
hk : m ≤ k
h : m < k
⊢ f.natDegree < m
Main.lean:33:33: error: Tactic `rewrite` failed: Did not find an occurrence of the pattern
  if ?m.247 = ?m.247 then ?m.249 else ?m.250
in the target expression
  f = f - C (f.coeff m) * p m + C ((fun i => if i = m then f.coeff m else c i) m) * p m

case succ
K : Type u_1
inst✝ : Field K
p : ℕ → K[X]
m : ℕ
ih :
  (∀ j < m, (p j).Monic ∧ (p j).natDegree = j) →
    ∀ (f : K[X]), (∀ (k : ℕ), m ≤ k → f.coeff k = 0) → ∃ c, f = ∑ i ∈ range m, C (c i) * p i
hp : ∀ j < m + 1, (p j).Monic ∧ (p j).natDegree = j
f : K[X]
hf : ∀ (k : ℕ), m + 1 ≤ k → f.coeff k = 0
hm : (p m).coeff m = 1
c : ℕ → K
hc : f - C (f.coeff m) * p m = ∑ i ∈ range m, C (c i) * p i
e : ∑ i ∈ range m, C (if i = m then f.coeff m else c i) * p i = ∑ i ∈ range m, C (c i) * p i
⊢ f = f - C (f.coeff m) * p m + C ((fun i => if i = m then f.coeff m else c i) m) * p m
```

What went wrong. The first error comes from using `coeff_eq_zero_of_natDegree_lt` in `rw` without saying which coefficient is meant. The one that vanishes is `(p m).coeff k`, but `rw` settled on `f.coeff m`, which also fits the lemma's left-hand side. The side proof was therefore asked for `f.natDegree < m`, where `(p m).natDegree` does not occur. The repair first states `hz : (p m).coeff k = 0`, which fixes both the polynomial and the index, and then rewrites with `hz`.

The second error concerns the new coefficient function evaluated at `m`. The goal still contains `(fun i => if i = m then f.coeff m else c i) m`, a function not yet applied to its argument. `if_pos rfl` needs an `if` whose condition equates a term with itself, and inside the function the condition is still `i = m`. `beta_reduce` carries out the application and turns the condition into `m = m`, so `rw [if_pos rfl]` can then select `f.coeff m`.

Lean accepts the file once it reads:

```diff
@@ -25,5 +25,7 @@
       rcases Nat.eq_or_lt_of_le hk with h | h
       · rw [← h, hm]; ring
-      · rw [hf k h, coeff_eq_zero_of_natDegree_lt (by rw [(hp m (by omega)).2]; exact h)]
+      · have hz : (p m).coeff k = 0 :=
+          coeff_eq_zero_of_natDegree_lt (by rw [(hp m (by omega)).2]; exact h)
+        rw [hf k h, hz]
         ring)
     refine ⟨fun i => if i = m then f.coeff m else c i, ?_⟩
@@ -31,5 +33,7 @@
         ∑ i ∈ range m, C (c i) * p i := sum_congr rfl fun i hi => by
       rw [if_neg (Finset.mem_range.1 hi).ne]
-    rw [sum_range_succ, e, ← hc, if_pos rfl]
+    rw [sum_range_succ, e, ← hc]
+    beta_reduce
+    rw [if_pos rfl]
     ring
 
```
